# How the second-order decay rate approaches the golden rule in a Lorentzian reservoir

Take a state coupled to a reservoir whose memory decays as $e^{-\gamma t}$, with $\gamma>0$, tuned exactly to the reservoir's centre. Let $g$ be the coupling strength, set $\hbar=1$, and ask at intervals $\tau$ whether the state has decayed. To second order in $g$, the decay probability per unit time is

$$R(\tau)=\frac{2g^2}{\tau}\int_0^\tau(\tau-t)\,e^{-\gamma t}\,dt=\frac{2g^2}{\gamma}-\frac{2g^2}{\gamma^2\tau}\left(1-e^{-\gamma\tau}\right).$$

The first term is the golden-rule rate. The second comes from the weight $\tau-t$: a finite interval gives less room to pairs of interaction times that lie further apart, and for $\tau\gg1/\gamma$ this costs an amount that falls off as $1/\tau$. Here the memory is positive throughout, so the loss lowers the rate. With a detuning $\delta$ the memory becomes $e^{-\gamma t}\cos\delta t$, which changes sign, and the same loss can raise the rate.

## The sign of the $1/\tau$ correction

For real $g$ and $\delta$, define

$$R(\tau)=\frac{2g^2}{\tau}\int_0^\tau(\tau-t)\,e^{-\gamma t}\cos(\delta t)\,dt,\qquad R_0=\frac{2g^2\gamma}{\gamma^2+\delta^2}.$$

As $\tau\to\infty$,

$$R(\tau)\to R_0,\qquad \tau\,(R(\tau)-R_0)\to\frac{2g^2(\delta^2-\gamma^2)}{(\gamma^2+\delta^2)^2}.$$

If $g\neq0$, then $R>R_0$ at all sufficiently large $\tau$ exactly when $|\delta|>\gamma$ (anti-Zeno), and $R<R_0$ at all sufficiently large $\tau$ exactly when $|\delta|<\gamma$ (Zeno).

To derive this, put $D=\gamma^2+\delta^2$ and $z=\gamma-i\delta$, so that the memory is the real part of $e^{-zt}$. Integration by parts gives

$$\int_0^\tau(\tau-t)e^{-zt}\,dt=\frac{\tau}{z}-\frac1z\int_0^\tau e^{-zt}\,dt=\frac{\tau}{z}-\frac{1}{z^2}+\frac{e^{-z\tau}}{z^2}.$$

Since $1/z=(\gamma+i\delta)/D$, the real part is

$$\frac{\tau\gamma}{D}+\frac{\delta^2-\gamma^2+T(\tau)}{D^2},$$

with the transient

$$T(\tau)=e^{-\gamma\tau}\left[(\gamma^2-\delta^2)\cos\delta\tau-2\gamma\delta\sin\delta\tau\right].$$

Multiplying by $2g^2/\tau$ turns the first term into $R_0$. Hence, for $\tau\ne0$,

$$\tau\,(R(\tau)-R_0)=\frac{2g^2\left(\delta^2-\gamma^2+T(\tau)\right)}{D^2}.$$

The bracket in $T$ is the real part of $(\gamma+i\delta)^2e^{i\delta\tau}$, whose modulus is $D$. So $|T(\tau)|\le De^{-\gamma\tau}$, the transient vanishes, and the second limit follows. Dividing by $\tau$ gives the first. For $g\ne0$ a nonzero limit fixes the sign of $R-R_0$ at large $\tau$, which proves the "if" half of each equivalence.

If $|\delta|=\gamma$, the constant vanishes and

$$\tau\,(R(\tau)-R_0)=-\frac{g^2}{\gamma^2}\,e^{-\gamma\tau}\sin\gamma\tau.$$

This is zero at $\tau=n\pi/\gamma$ for every integer $n\ge1$, so neither strict inequality can persist. The three cases $|\delta|<\gamma$, $|\delta|=\gamma$ and $|\delta|>\gamma$ are exhaustive, and the "only if" halves follow.

The borderline calculation guards against a tempting slip, which is to read the "only if" halves off the limit alone. A quantity can stay positive while its limit is zero, as $e^{-\tau}$ does. The vanishing coefficient at $|\delta|=\gamma$ therefore leaves the sign open, and the exact transient has to settle it.

## The rate and its reservoir in Lean

```lean
import Mathlib

open Filter Topology

namespace LorentzianReservoirDecay

noncomputable section
```

The `open` line gives access to short names for filters, which express limits, and to the notation `𝓝` for neighbourhoods of a point.

```lean
/-- Effective decay rate for measurement interval `τ`, coupling `g`, reservoir width `γ`
and detuning `δ`. -/
def decayRate (g γ δ τ : ℝ) : ℝ :=
  2 * g ^ 2 / τ * ∫ t in (0 : ℝ)..τ, (τ - t) * Real.exp (-(γ * t)) * Real.cos (δ * t)
```

`decayRate` is the integral formula itself, with all four arguments real. The number `g ^ 2` stands for the total squared coupling to the reservoir, `γ` for the half width at half maximum of its Lorentzian spectrum, and `δ` for the offset of the transition from the centre of that spectrum. The condition `0 < γ` in the theorems stands for a finite memory time $1/\gamma$.

The file starts from this formula. It contains no Hamiltonian, no reservoir state and no derivation of the second-order expression. Physically that expression needs a small decay probability, $R\tau\ll1$, so "large $\tau$" describes a real experiment only in the weak-coupling window $1/\gamma\ll\tau\ll1/R_0$. The theorems take the limit of the formula at fixed `g`.

```lean
/-- The golden-rule rate of a Lorentzian reservoir. -/
def goldenRate (g γ δ : ℝ) : ℝ := 2 * g ^ 2 * γ / (γ ^ 2 + δ ^ 2)
```

This is $R_0$, which equals $2\pi$ times the Lorentzian coupling density at the transition frequency.

```lean
/-- The transient `e^{-γτ} [(γ² - δ²) cos δτ - 2γδ sin δτ]`. -/
def transient (γ δ τ : ℝ) : ℝ :=
  Real.exp (-(γ * τ)) *
    ((γ ^ 2 - δ ^ 2) * Real.cos (δ * τ) - 2 * γ * δ * Real.sin (δ * τ))
```

`transient` is $T(\tau)$, written with real functions only.

## The memory integral in closed form

```lean
/-- The time integral in the decay rate, in closed form: a part linear in `τ`, a constant
and the transient. -/
theorem memory_integral {γ : ℝ} (hγ : 0 < γ) (δ τ : ℝ) :
    ∫ t in (0 : ℝ)..τ, (τ - t) * Real.exp (-(γ * t)) * Real.cos (δ * t) =
      τ * γ / (γ ^ 2 + δ ^ 2) +
        (δ ^ 2 - γ ^ 2 + transient γ δ τ) / (γ ^ 2 + δ ^ 2) ^ 2 := by
  have hD : γ ^ 2 + δ ^ 2 ≠ 0 := by positivity
  -- an explicit primitive of the integrand
  have hF : ∀ t : ℝ, HasDerivAt (fun t : ℝ => Real.exp (-(γ * t)) *
      (((γ ^ 2 - δ ^ 2) * Real.cos (δ * t) - 2 * γ * δ * Real.sin (δ * t))
          / (γ ^ 2 + δ ^ 2) ^ 2
        - (τ - t) * ((γ * Real.cos (δ * t) - δ * Real.sin (δ * t)) / (γ ^ 2 + δ ^ 2))))
      ((τ - t) * Real.exp (-(γ * t)) * Real.cos (δ * t)) t := by
    intro t
    have hE := ((hasDerivAt_id' t).const_mul γ).fun_neg.exp
    have hC := ((hasDerivAt_id' t).const_mul δ).cos
    have hS := ((hasDerivAt_id' t).const_mul δ).sin
    have hL := (hasDerivAt_id' t).const_sub τ
    have hA := ((hC.const_mul (γ ^ 2 - δ ^ 2)).fun_sub
      (hS.const_mul (2 * γ * δ))).div_const ((γ ^ 2 + δ ^ 2) ^ 2)
    have hB := ((hC.const_mul γ).fun_sub (hS.const_mul δ)).div_const (γ ^ 2 + δ ^ 2)
    exact (hE.fun_mul (hA.fun_sub (hL.fun_mul hB))).congr_deriv (by field_simp; ring)
  rw [intervalIntegral.integral_eq_sub_of_hasDerivAt (fun t _ => hF t)
    (Continuous.intervalIntegrable (by fun_prop) _ _)]
  simp only [transient, mul_zero, neg_zero, Real.exp_zero, Real.cos_zero, Real.sin_zero]
  ring
```

The theorem states the real part of the integral found above, for every real `τ`. Lean avoids complex numbers by naming a primitive, the real part of $e^{-zt}\left[1/z^2-(\tau-t)/z\right]$. The facts `hE`, `hC`, `hS` and `hL` differentiate the exponential, the cosine, the sine and the linear factor. The product rule combines them, and algebra checks that the result is the integrand. The fundamental theorem of calculus then reduces the integral to endpoint values: the upper end supplies the transient, the lower end the linear and constant terms.

```lean
/-- Exact deviation of the decay rate from the golden rule at a finite interval `τ`. -/
theorem rate_deviation {γ τ : ℝ} (hγ : 0 < γ) (hτ : τ ≠ 0) (g δ : ℝ) :
    τ * (decayRate g γ δ τ - goldenRate g γ δ) =
      2 * g ^ 2 * (δ ^ 2 - γ ^ 2 + transient γ δ τ) / (γ ^ 2 + δ ^ 2) ^ 2 := by
  have hD : γ ^ 2 + δ ^ 2 ≠ 0 := by positivity
  rw [decayRate, goldenRate, memory_integral hγ]
  field_simp
  ring
```

This is the exact identity for $\tau(R-R_0)$, valid at every nonzero `τ` and not just asymptotically. Its proof inserts the closed form and clears denominators.

## The transient dies out and both limits follow

```lean
/-- The absolute value of the transient is at most `(γ² + δ²) e^{-γτ}`. -/
theorem abs_transient_le (γ δ τ : ℝ) :
    |transient γ δ τ| ≤ (γ ^ 2 + δ ^ 2) * Real.exp (-(γ * τ)) := by
  rw [transient, abs_mul, abs_of_pos (Real.exp_pos _), mul_comm]
  refine mul_le_mul_of_nonneg_right ?_ (Real.exp_pos _).le
  refine abs_le_of_sq_le_sq ?_ (by positivity)
  -- the two quadratures of the oscillation have constant total square
  have key : (γ ^ 2 + δ ^ 2) ^ 2
      - ((γ ^ 2 - δ ^ 2) * Real.cos (δ * τ) - 2 * γ * δ * Real.sin (δ * τ)) ^ 2
      = ((γ ^ 2 - δ ^ 2) * Real.sin (δ * τ) + 2 * γ * δ * Real.cos (δ * τ)) ^ 2 := by
    linear_combination (-(γ ^ 2 + δ ^ 2) ^ 2) * Real.sin_sq_add_cos_sq (δ * τ)
  linarith [sq_nonneg ((γ ^ 2 - δ ^ 2) * Real.sin (δ * τ) + 2 * γ * δ * Real.cos (δ * τ))]
```

The bound is $|T|\le De^{-\gamma\tau}$. In place of a complex modulus, `key` uses the real and imaginary parts of $(\gamma+i\delta)^2e^{i\delta\tau}$: their squares add up to $D^2$, so the square of the real part is at most $D^2$.

```lean
/-- For long intervals the decay rate tends to the golden-rule rate, and the deviation
multiplied by `τ` tends to `2 g² (δ² - γ²) / (γ² + δ²)²`. -/
theorem decayRate_asymptotics {γ : ℝ} (hγ : 0 < γ) (g δ : ℝ) :
    Tendsto (decayRate g γ δ) atTop (𝓝 (goldenRate g γ δ)) ∧
    Tendsto (fun τ => τ * (decayRate g γ δ τ - goldenRate g γ δ)) atTop
      (𝓝 (2 * g ^ 2 * (δ ^ 2 - γ ^ 2) / (γ ^ 2 + δ ^ 2) ^ 2)) := by
  -- the transient dies out
  have hexp : Tendsto (fun τ : ℝ => Real.exp (-(γ * τ))) atTop (𝓝 0) :=
    Real.tendsto_exp_neg_atTop_nhds_zero.comp (tendsto_id.const_mul_atTop hγ)
  have hbd := hexp.const_mul (γ ^ 2 + δ ^ 2)
  rw [mul_zero] at hbd
  have htr : Tendsto (transient γ δ) atTop (𝓝 0) :=
    squeeze_zero_norm (fun τ => by
      rw [Real.norm_eq_abs]; exact abs_transient_le γ δ τ) hbd
  have hdev : Tendsto (fun τ => τ * (decayRate g γ δ τ - goldenRate g γ δ)) atTop
      (𝓝 (2 * g ^ 2 * (δ ^ 2 - γ ^ 2) / (γ ^ 2 + δ ^ 2) ^ 2)) := by
    have h := ((htr.const_add (δ ^ 2 - γ ^ 2)).const_mul (2 * g ^ 2)).div_const
      ((γ ^ 2 + δ ^ 2) ^ 2)
    rw [add_zero] at h
    refine h.congr' ?_
    filter_upwards [eventually_gt_atTop (0 : ℝ)] with τ hτ
    exact (rate_deviation hγ hτ.ne' g δ).symm
  refine ⟨?_, hdev⟩
  -- dividing the bounded quantity by `τ` gives the limit of the rate itself
  have h := (tendsto_inv_atTop_zero.mul hdev).const_add (goldenRate g γ δ)
  rw [zero_mul, add_zero] at h
  refine h.congr' ?_
  filter_upwards [eventually_gt_atTop (0 : ℝ)] with τ hτ
  rw [inv_mul_cancel_left₀ hτ.ne']
  ring
```

The statement is a conjunction of the two limits. `Tendsto f atTop (𝓝 a)` says that $f(\tau)\to a$ as $\tau\to\infty$. No condition on `g` is needed; for `g = 0` both limits are zero.

The proof squeezes the transient between zero and its exponential bound, which gives `htr`. Adding the constant, multiplying by $2g^2$ and dividing by $D^2$ gives the limit of the right-hand side of `rate_deviation`. That identity carries the limit over to $\tau(R-R_0)$, since the two sides agree for all positive `τ`. The limit of the rate itself comes from writing $R=R_0+\tau^{-1}\cdot\tau(R-R_0)$.

In this second-order, single-Lorentzian model, dividing the decay probability by the elapsed time therefore gives the golden-rule rate with an error of order $1/\tau$ when $g\ne0$ and $|\delta|\neq\gamma$, even though the reservoir's memory decays exponentially. The error comes from a constant offset in the probability $\tau R(\tau)$, so the slope of that probability approaches $R_0$ exponentially fast.

## Exact coincidences on the borderline

```lean
/-- When the detuning equals the reservoir width in magnitude, the decay rate coincides with
the golden-rule rate at every interval `τ = n π / γ` with `n ≥ 1`. -/
theorem decayRate_eq_goldenRate {γ δ : ℝ} (hγ : 0 < γ) (hδ : |δ| = γ) (g : ℝ)
    {n : ℕ} (hn : 0 < n) :
    decayRate g γ δ (n * Real.pi / γ) = goldenRate g γ δ := by
  have hn' : (0 : ℝ) < n := Nat.cast_pos.2 hn
  have hτ : 0 < n * Real.pi / γ := div_pos (mul_pos hn' Real.pi_pos) hγ
  have hc : γ * (n * Real.pi / γ) = n * Real.pi := mul_div_cancel₀ _ hγ.ne'
  have hs : Real.sin (δ * (n * Real.pi / γ)) = 0 := by
    rcases (abs_eq hγ.le).1 hδ with h | h
    · rw [h, hc, Real.sin_nat_mul_pi]
    · rw [h, neg_mul, hc, Real.sin_neg, Real.sin_nat_mul_pi, neg_zero]
  have hsq : δ ^ 2 = γ ^ 2 := by rw [← sq_abs δ, hδ]
  have h := rate_deviation hγ hτ.ne' g δ
  rw [transient, hs, hsq] at h
  simp only [sub_self, zero_mul, mul_zero, add_zero, zero_div] at h
  exact sub_eq_zero.1 ((mul_eq_zero.1 h).resolve_left hτ.ne')
```

For $|\delta|=\gamma$ and any positive natural number `n`, the two rates are equal at $\tau=n\pi/\gamma$. The proof treats $\delta=\gamma$ and $\delta=-\gamma$ separately to show $\sin\delta\tau=0$. With $\delta^2=\gamma^2$ the cosine term of the transient vanishes as well, so `rate_deviation` reads $\tau(R-R_0)=0$, and `τ` is positive.

## At long intervals, detuning decides between Zeno and anti-Zeno

```lean
/-- For `g ≠ 0` and `γ > 0`: the decay rate exceeds the golden-rule rate at all sufficiently long
intervals (anti-Zeno) if and only if `|δ| > γ`, and it lies below the golden-rule rate at all
sufficiently long intervals (Zeno) if and only if `|δ| < γ`. -/
theorem antiZeno_iff_and_zeno_iff {g γ : ℝ} (hg : g ≠ 0) (hγ : 0 < γ) (δ : ℝ) :
    ((∀ᶠ τ in atTop, goldenRate g γ δ < decayRate g γ δ τ) ↔ γ < |δ|) ∧
    ((∀ᶠ τ in atTop, decayRate g γ δ τ < goldenRate g γ δ) ↔ |δ| < γ) := by
  have hdev := (decayRate_asymptotics hγ g δ).2
  have hg2 : 0 < 2 * g ^ 2 := by positivity
  have hD : 0 < (γ ^ 2 + δ ^ 2) ^ 2 := by positivity
  -- the sign of the limiting coefficient fixes the regime
  have hanti : γ < |δ| → ∀ᶠ τ in atTop, goldenRate g γ δ < decayRate g γ δ τ := by
    intro h
    have hsq : 0 < δ ^ 2 - γ ^ 2 := by nlinarith [sq_abs δ]
    filter_upwards [hdev.eventually_const_lt (div_pos (mul_pos hg2 hsq) hD),
      eventually_gt_atTop (0 : ℝ)] with τ h1 hτ
    exact sub_pos.1 ((mul_pos_iff_of_pos_left hτ).1 h1)
  have hzeno : |δ| < γ → ∀ᶠ τ in atTop, decayRate g γ δ τ < goldenRate g γ δ := by
    intro h
    have hsq : δ ^ 2 - γ ^ 2 < 0 := by nlinarith [sq_abs δ, abs_nonneg δ]
    filter_upwards [hdev.eventually_lt_const
      (div_neg_of_neg_of_pos (mul_neg_of_pos_of_neg hg2 hsq) hD),
      eventually_gt_atTop (0 : ℝ)] with τ h1 hτ
    by_contra hc
    exact absurd h1 (not_lt_of_ge (mul_nonneg hτ.le (sub_nonneg.2 (not_lt.1 hc))))
  -- on the borderline the two rates keep coinciding at arbitrarily long intervals
  have hborder : |δ| = γ → ¬ ∀ᶠ τ in atTop, decayRate g γ δ τ ≠ goldenRate g γ δ := by
    intro h hne
    have ht : Tendsto (fun n : ℕ => (n : ℝ) * Real.pi / γ) atTop atTop :=
      (tendsto_natCast_atTop_atTop.atTop_mul_const Real.pi_pos).atTop_div_const hγ
    obtain ⟨n, h1, h2⟩ := ((ht.eventually hne).and (eventually_gt_atTop 0)).exists
    exact h1 (decayRate_eq_goldenRate hγ h g h2)
  refine ⟨⟨fun h => ?_, hanti⟩, ⟨fun h => ?_, hzeno⟩⟩
  · rcases lt_trichotomy |δ| γ with h1 | h1 | h1
    · obtain ⟨τ, a, b⟩ := (h.and (hzeno h1)).exists
      exact absurd a (lt_asymm b)
    · exact absurd (h.mono fun τ ht => ne_of_gt ht) (hborder h1)
    · exact h1
  · rcases lt_trichotomy |δ| γ with h1 | h1 | h1
    · exact h1
    · exact absurd (h.mono fun τ ht => ne_of_lt ht) (hborder h1)
    · obtain ⟨τ, a, b⟩ := (h.and (hanti h1)).exists
      exact absurd a (lt_asymm b)

end

end LorentzianReservoirDecay
```

The first equivalence is the anti-Zeno statement, the second the Zeno statement. Both concern long intervals only: as $\tau\to0^+$ the rate vanishes as $g^2\tau$, so at short enough intervals it lies below $R_0$ whatever the detuning. The hypothesis `g ≠ 0` excludes the uncoupled state, for which both rates are zero and neither strict inequality ever holds.

The proof turns on the quantifier `∀ᶠ τ in atTop`, read "for all sufficiently large $\tau$": there is a threshold beyond which the property holds. Three operations on it carry the argument.

- A limit produces such a statement. If $\tau(R-R_0)$ tends to a positive number, `eventually_const_lt` says that it is eventually positive. Combined with $\tau>0$, this gives `hanti`; `hzeno` is the mirror image.
- Two such statements can be joined with `.and`, and `.exists` then extracts a single `τ` at which both hold. If $R>R_0$ eventually while $|\delta|<\gamma$, this yields one `τ` with both $R>R_0$ and $R<R_0$, a contradiction.
- Such a statement can be pulled back along a sequence that tends to infinity. In `hborder`, the supposition that the rates eventually differ is transferred to the points $n\pi/\gamma$, and some positive `n` then contradicts `decayRate_eq_goldenRate`.

The final case split by `lt_trichotomy` compares $|\delta|$ with $\gamma$ and eliminates the two wrong cases in each equivalence.

The quantifier hides the size of the threshold. The transient bound supplies an estimate by hand: for $g\ne0$ and $|\delta|\ne\gamma$, the sign of $R-R_0$ is settled once

$$\tau>\frac1\gamma\ln\frac{\gamma^2+\delta^2}{|\delta^2-\gamma^2|}.$$

This time grows without limit as $|\delta|$ approaches $\gamma$. At exact resonance it is zero, in agreement with the opening formula, where the rate lies below $2g^2/\gamma$ at every positive $\tau$.

```lean
#print axioms LorentzianReservoirDecay.decayRate_eq_goldenRate
#print axioms LorentzianReservoirDecay.antiZeno_iff_and_zeno_iff
```

```
'LorentzianReservoirDecay.decayRate_eq_goldenRate' depends on axioms: [propext, Classical.choice, Quot.sound]
'LorentzianReservoirDecay.antiZeno_iff_and_zeno_iff' depends on axioms: [propext, Classical.choice, Quot.sound]
```
